# A fluid under pressure shows shear curvature $2PV_0$ along one strain path and none along another

**A.** Take a fluid with energy $E(V)$, twice continuously differentiable for $V>0$, initial volume $V_0>0$ and pressure $P=-E'(V_0)$. Under the strain $\mathrm{diag}(1+t,1-t,1)$ its energy has second $t$-derivative $2PV_0$ at $t=0$. Under $\mathrm{diag}(1+t,1/(1+t),1)$ its energy is constant.

```lean
import Mathlib

open Topology

namespace FluidShearStiffness

noncomputable section
```

**Q.** A fluid has no shear stiffness. Where does $2PV_0$ come from?

**A.** From a volume change at second order. Write the volume as $V_0J(t)$ with $J(0)=1$. Differentiating twice gives

$$\frac{d}{dt}E(V_0J)=E'(V_0J)\,V_0J',\qquad \frac{d^2}{dt^2}E(V_0J)=E''(V_0J)\,V_0^2J'^2+E'(V_0J)\,V_0J''.$$

With the bulk modulus $K=V_0E''(V_0)$, the value at $t=0$ is $V_0\,(KJ'(0)^2-PJ''(0))$. The first path has $J=(1+t)(1-t)=1-t^2$, so $J'(0)=0$, $J''(0)=-2$ and the result is $2PV_0$. The second has $J=1$.

**Q.** Can you show me numbers?

**A.** Take $E(V)=1/V$ and $V_0=1$ in arbitrary units, so $P=1$. The first path gives $1/(1-t^2)=1+t^2+\dots$, with second derivative $2=2PV_0$. At $t=0.1$ the energy is $1/0.99\approx1.0101$; on the second path it stays at $1$.

**Q.** What does "second derivative" mean in the code? Lean's `deriv` returns zero where no derivative exists.

**A.** Hence this predicate: it demands a true derivative `g` of `f` near the point, and `g` must have derivative `c` at the point itself.

```lean
/-- The function `f` is differentiable near `x`, and its derivative has derivative `c` at `x`. -/
def HasSecondDerivAt (f : ℝ → ℝ) (c x : ℝ) : Prop :=
  ∃ g : ℝ → ℝ, (∀ᶠ t in 𝓝 x, HasDerivAt f (g t) t) ∧ HasDerivAt g c x
```

**Q.** And the physics?

**A.** Pressure and bulk modulus are derivatives of the energy, with no thermal contribution added.

```lean
/-- The pressure `P = -E'(V)` of a fluid with energy `E(V)`. -/
def pressure (E : ℝ → ℝ) (V : ℝ) : ℝ := -deriv E V

/-- The bulk modulus `K = V E''(V)` of a fluid with energy `E(V)`. -/
def bulkModulus (E : ℝ → ℝ) (V : ℝ) : ℝ := V * deriv (deriv E) V
```

The fluid assumption sits in the next definition: a deformation matrix $F$ enters only through $\det F$. That is postulated, and it excludes any resistance to a change of shape at fixed volume.

```lean
/-- The energy of a fluid of initial volume `V₀` after a deformation `F` of positive
determinant: only the new volume `V₀ det F` matters. -/
def strainedEnergy (E : ℝ → ℝ) (V₀ : ℝ) (F : Matrix (Fin 3) (Fin 3) ℝ) : ℝ :=
  E (V₀ * F.det)
```

The common first-order strain and the two paths are explicit diagonal matrices.

```lean
/-- The first-order shear strain `diag(1, -1, 0)`. -/
def shearDirection : Matrix (Fin 3) (Fin 3) ℝ := Matrix.diagonal ![1, -1, 0]

/-- The linear strain path `diag(1+t, 1-t, 1)`. -/
def linearShear (t : ℝ) : Matrix (Fin 3) (Fin 3) ℝ := Matrix.diagonal ![1 + t, 1 - t, 1]

/-- The strain path `diag(1+t, 1/(1+t), 1)`, meant for `t ≠ -1`. -/
def isochoricShear (t : ℝ) : Matrix (Fin 3) (Fin 3) ℝ :=
  Matrix.diagonal ![1 + t, (1 + t)⁻¹, 1]
```

**Q.** Does your predicate agree with the ordinary iterated derivative?

**A.** Yes. Near the point `deriv f` equals `g`, so both have the same derivative there.

```lean
/-- A second derivative in the above sense is the value of the iterated derivative. -/
theorem HasSecondDerivAt.deriv_deriv {f : ℝ → ℝ} {c x : ℝ} (h : HasSecondDerivAt f c x) :
    deriv (deriv f) x = c := by
  obtain ⟨g, hg, hc⟩ := h
  have e : deriv f =ᶠ[𝓝 x] g := hg.mono fun t ht => ht.deriv
  exact (hc.congr_of_eventuallyEq e).deriv
```

**Q.** Where is the chain rule?

**A.** Here, with `J₁` for $J'$ and `j₂` for $J''(0)$. By continuity the volume stays positive near $t=0$, so the first chain rule applies there; `h2` and `h3` then apply the chain and product rules to $E'(V_0J)\,V_0J'$.

```lean
/-- Let `E` be twice continuously differentiable on `V > 0`, and let the volume of the fluid follow
`V₀ J(t)` with `V₀ > 0`, `J(0) = 1`, `J` differentiable everywhere and `J'` differentiable at `0`.
Then the energy has second derivative `V₀ (K J'(0)² - P J''(0))` at `t = 0`. -/
theorem second_deriv_volume_path {E : ℝ → ℝ} {V₀ : ℝ}
    (hE : ContDiffOn ℝ 2 E (Set.Ioi 0)) (hV : 0 < V₀) {J J₁ : ℝ → ℝ} {j₂ : ℝ}
    (h0 : J 0 = 1) (hJ : ∀ t, HasDerivAt J (J₁ t) t) (hJ₁ : HasDerivAt J₁ j₂ 0) :
    HasSecondDerivAt (fun t => E (V₀ * J t))
      (V₀ * (bulkModulus E V₀ * J₁ 0 ^ 2 - pressure E V₀ * j₂)) 0 := by
  have hE1 : ∀ V, 0 < V → HasDerivAt E (deriv E V) V := fun V h =>
    ((hE.differentiableOn (by norm_num)).differentiableAt (Ioi_mem_nhds h)).hasDerivAt
  have hD : ContDiffOn ℝ 1 (deriv E) (Set.Ioi 0) :=
    hE.deriv_of_isOpen isOpen_Ioi one_add_one_eq_two.le
  have hE2 : ∀ V, 0 < V → HasDerivAt (deriv E) (deriv (deriv E) V) V := fun V h =>
    ((hD.differentiableOn (by norm_num)).differentiableAt (Ioi_mem_nhds h)).hasDerivAt
  have hp : 0 < V₀ * J 0 := by rw [h0, mul_one]; exact hV
  have hc : ContinuousAt (fun t => V₀ * J t) 0 := ((hJ 0).const_mul V₀).continuousAt
  refine ⟨fun t => deriv E (V₀ * J t) * (V₀ * J₁ t), ?_, ?_⟩
  · -- the volume stays positive near `t = 0`, where the chain rule applies
    filter_upwards [hc.preimage_mem_nhds (Ioi_mem_nhds hp)] with t ht
    have ht' : 0 < V₀ * J t := ht
    have h1 := HasDerivAt.comp (h := fun s => V₀ * J s) t (hE1 _ ht') ((hJ t).const_mul V₀)
    exact h1
  · -- chain and product rule for the first derivative
    have h2 := HasDerivAt.comp (h := fun s => V₀ * J s) 0 (hE2 _ hp) ((hJ 0).const_mul V₀)
    have h3 := h2.mul (hJ₁.const_mul V₀)
    refine h3.congr_deriv ?_
    simp only [Function.comp_apply, h0, mul_one, bulkModulus, pressure]
    ring
```

**Q.** Is the result special to that one shear?

**A.** No. For any real $3\times3$ matrix $A$, expanding the determinant gives

$$\det(1+tA)=1+t\,\mathrm{tr}A+\tfrac{t^2}{2}\big((\mathrm{tr}A)^2-\mathrm{tr}A^2\big)+t^3\det A.$$

```lean
/-- The volume ratio under the linear strain `1 + tA`, to all orders in `t`. -/
theorem det_linear_strain (A : Matrix (Fin 3) (Fin 3) ℝ) (t : ℝ) :
    (1 + t • A).det =
      1 + t * A.trace + t ^ 2 / 2 * (A.trace ^ 2 - (A * A).trace) + t ^ 3 * A.det := by
  simp [Matrix.det_fin_three, Matrix.trace_fin_three, Matrix.mul_apply, Fin.sum_univ_three]
  ring
```

So $J'(0)=\mathrm{tr}A$ and $J''(0)=(\mathrm{tr}A)^2-\mathrm{tr}A^2$. In the proof, `key` differentiates a general cubic, and `e` identifies the strained energy with that form.

```lean
/-- Under the linear strain `1 + tA`, a fluid with `E` twice continuously differentiable on
`V > 0` and `V₀ > 0` has the second energy derivative
`V₀ (K (tr A)² - P ((tr A)² - tr A²))` at `t = 0`. -/
theorem second_deriv_linear_strain {E : ℝ → ℝ} {V₀ : ℝ}
    (hE : ContDiffOn ℝ 2 E (Set.Ioi 0)) (hV : 0 < V₀) (A : Matrix (Fin 3) (Fin 3) ℝ) :
    HasSecondDerivAt (fun t => strainedEnergy E V₀ (1 + t • A))
      (V₀ * (bulkModulus E V₀ * A.trace ^ 2
        - pressure E V₀ * (A.trace ^ 2 - (A * A).trace))) 0 := by
  -- the statement for an arbitrary cubic volume ratio
  have key : ∀ a m d : ℝ, HasSecondDerivAt
      (fun t => E (V₀ * (1 + t * a + t * t * (m / 2) + t * t * t * d)))
      (V₀ * (bulkModulus E V₀ * a ^ 2 - pressure E V₀ * m)) 0 := by
    intro a m d
    have hJ : ∀ t : ℝ, HasDerivAt (fun t => 1 + t * a + t * t * (m / 2) + t * t * t * d)
        (a + t * m + t * t * (3 * d)) t := by
      intro t
      have i := hasDerivAt_id' t
      exact ((((i.mul_const a).const_add 1).fun_add ((i.fun_mul i).mul_const (m / 2))).fun_add
        (((i.fun_mul i).fun_mul i).mul_const d)).congr_deriv (by ring)
    have hJ₁ : HasDerivAt (fun t : ℝ => a + t * m + t * t * (3 * d)) m 0 := by
      have i := hasDerivAt_id' (0 : ℝ)
      exact (((i.mul_const m).const_add a).fun_add
        ((i.fun_mul i).mul_const (3 * d))).congr_deriv (by ring)
    have h := second_deriv_volume_path hE hV (by ring) hJ hJ₁
    convert h using 1
    simp
  have e : (fun t => strainedEnergy E V₀ (1 + t • A)) = fun t => E (V₀ * (1 + t * A.trace
      + t * t * ((A.trace ^ 2 - (A * A).trace) / 2) + t * t * t * A.det)) := by
    funext t
    rw [strainedEnergy, det_linear_strain]
    congr 1
    ring
  rw [e]
  exact key _ _ _
```

If $\mathrm{tr}A=0$, the bulk modulus drops out and $PV_0\,\mathrm{tr}A^2$ remains.

```lean
/-- Under the linear strain `1 + tA` with `tr A = 0`, a fluid with `E` twice continuously
differentiable on `V > 0` and `V₀ > 0` has the second energy derivative `P V₀ tr A²` at `t = 0`. -/
theorem second_deriv_traceless {E : ℝ → ℝ} {V₀ : ℝ}
    (hE : ContDiffOn ℝ 2 E (Set.Ioi 0)) (hV : 0 < V₀) (A : Matrix (Fin 3) (Fin 3) ℝ)
    (hA : A.trace = 0) :
    HasSecondDerivAt (fun t => strainedEnergy E V₀ (1 + t • A))
      (pressure E V₀ * V₀ * (A * A).trace) 0 := by
  have h := second_deriv_linear_strain hE hV A
  rw [hA] at h
  convert h using 1
  ring
```

For $A=\mathrm{diag}(1,-1,0)$ we have $\mathrm{tr}A^2=2$. The proof checks that the path is $1+tA$ (`hl`), that the trace vanishes (`h0`) and that the trace of the square is $2$ (`h2`).

```lean
/-- Under the strain `diag(1+t, 1-t, 1)`, a fluid with `E` twice continuously differentiable on
`V > 0` and `V₀ > 0` has the second energy derivative `2 P V₀` at `t = 0`. -/
theorem second_deriv_linearShear {E : ℝ → ℝ} {V₀ : ℝ}
    (hE : ContDiffOn ℝ 2 E (Set.Ioi 0)) (hV : 0 < V₀) :
    HasSecondDerivAt (fun t => strainedEnergy E V₀ (linearShear t))
      (2 * pressure E V₀ * V₀) 0 := by
  have hl : ∀ t, linearShear t = 1 + t • shearDirection := by
    intro t
    ext i j
    fin_cases i <;> fin_cases j <;>
      simp [linearShear, shearDirection, sub_eq_add_neg]
  have h0 : shearDirection.trace = 0 := by
    simp [shearDirection, Matrix.trace_diagonal, Fin.sum_univ_three]
  have h2 : (shearDirection * shearDirection).trace = 2 := by
    norm_num [shearDirection, Matrix.diagonal_mul_diagonal, Matrix.trace_diagonal,
      Fin.sum_univ_three]
    -- what remains is the last diagonal entry, zero by definition
    rfl
  have h := second_deriv_traceless hE hV shearDirection h0
  rw [h2] at h
  simp only [hl]
  convert h using 1
  ring
```

**Q.** And the constant energy?

**A.** The determinant is $(1+t)(1+t)^{-1}=1$ for $t\neq-1$. This step needs no smoothness of $E$.

```lean
/-- Under the strain `diag(1+t, 1/(1+t), 1)` with `t ≠ -1` the energy of the fluid
keeps its unstrained value. -/
theorem energy_isochoricShear (E : ℝ → ℝ) (V₀ : ℝ) {t : ℝ} (ht : t ≠ -1) :
    strainedEnergy E V₀ (isochoricShear t) = E V₀ := by
  have h : 1 + t ≠ 0 := fun h => ht (by linarith)
  simp [strainedEnergy, isochoricShear, Matrix.det_diagonal, Fin.prod_univ_three, h]
```

**Q.** Perhaps the paths are simply different strains.

**A.** To first order they are the same: every matrix entry has the same derivative at $t=0$. They part at second order, since $1/(1+t)=1-t+t^2-\dots$, and the extra $t^2$ cancels the second-order volume change.

```lean
/-- The two strain paths agree to first order: entry by entry, both have the derivative
`diag(1, -1, 0)` at `t = 0`. -/
theorem same_first_order_strain (i j : Fin 3) :
    HasDerivAt (fun t => linearShear t i j) (shearDirection i j) 0 ∧
      HasDerivAt (fun t => isochoricShear t i j) (shearDirection i j) 0 := by
  have ha : HasDerivAt (fun t : ℝ => 1 + t) 1 0 := (hasDerivAt_id' 0).const_add 1
  have hb : HasDerivAt (fun t : ℝ => 1 - t) (-1) 0 := (hasDerivAt_id' 0).const_sub 1
  have hc : HasDerivAt (fun t : ℝ => (1 + t)⁻¹) (-1) 0 :=
    (ha.inv (by norm_num)).congr_deriv (by norm_num)
  rcases eq_or_ne i j with rfl | h
  · simp only [linearShear, isochoricShear, shearDirection, Matrix.diagonal_apply_eq]
    fin_cases i
    · exact ⟨ha, ha⟩
    · exact ⟨hb, hc⟩
    · exact ⟨hasDerivAt_const _ _, hasDerivAt_const _ _⟩
  · simp only [linearShear, isochoricShear, shearDirection, Matrix.diagonal_apply_ne _ h]
    exact ⟨hasDerivAt_const _ _, hasDerivAt_const _ _⟩
```

**Q.** When does the choice of path stop mattering?

**A.** For the second derivatives at $t=0$ along these two paths, exactly at $P=0$. With $E(V)=(V-1)^2$ and $V_0=1$, the first path gives energy $t^4$, whose second derivative at $0$ vanishes, as on the second path.

The proof first shows that the second path's energy is constant near $t=0$, so its second derivative is zero. The comparison becomes $2PV_0=0$, and $V_0>0$ leaves $P=0$.

```lean
/-- For a fluid with `E` twice continuously differentiable on `V > 0` and `V₀ > 0`, the second
energy derivatives at `t = 0` along `diag(1+t, 1-t, 1)` and `diag(1+t, 1/(1+t), 1)` agree exactly
when the pressure vanishes. -/
theorem shear_constants_agree_iff {E : ℝ → ℝ} {V₀ : ℝ}
    (hE : ContDiffOn ℝ 2 E (Set.Ioi 0)) (hV : 0 < V₀) :
    deriv (deriv fun t => strainedEnergy E V₀ (linearShear t)) 0 =
      deriv (deriv fun t => strainedEnergy E V₀ (isochoricShear t)) 0 ↔
    pressure E V₀ = 0 := by
  -- the energy is constant along the second path near `t = 0`
  have h2 : HasSecondDerivAt (fun t => strainedEnergy E V₀ (isochoricShear t)) 0 0 := by
    refine ⟨fun _ => 0, ?_, hasDerivAt_const 0 0⟩
    filter_upwards [Ioi_mem_nhds (show (-1 : ℝ) < 0 by norm_num)] with t ht
    refine (hasDerivAt_const t (E V₀)).congr_of_eventuallyEq ?_
    filter_upwards [Ioi_mem_nhds (Set.mem_Ioi.mp ht)] with s hs
    exact energy_isochoricShear E V₀ (Set.mem_Ioi.mp hs).ne'
  rw [(second_deriv_linearShear hE hV).deriv_deriv, h2.deriv_deriv]
  constructor
  · intro h
    simpa [hV.ne'] using h
  · intro h
    simp [h]

end

end FluidShearStiffness
```

```lean
#print axioms FluidShearStiffness.same_first_order_strain
-- 'FluidShearStiffness.same_first_order_strain' depends on axioms: [propext, Classical.choice, Quot.sound]
#print axioms FluidShearStiffness.shear_constants_agree_iff
-- 'FluidShearStiffness.shear_constants_agree_iff' depends on axioms: [propext, Classical.choice, Quot.sound]
```

**Q.** What should I take from this for a plane-wave calculation?

**A.** When shear constants are fitted to energy–strain curves of a compressed cell, the strain path should be stated with them; in this fluid model, the whole apparent stiffness comes from that choice. The theorems concern energy curvature. Turning it into a shear constant takes division by $V_0$, a conventional numerical factor and, under pressure, possibly a term in $P$ that depends on the path and on how the constant is defined.
